# The three-pairing formula for ⟨(a + b)⁴⟩ fails in every number state except the vacuum

To find the first-order shift of a vibrational level under a quartic anharmonic term, one evaluates ⟨n|q⁴|n⟩ for a harmonic mode. Here a and b are the annihilation and creation operators, with ab − ba = 1, n is the number of quanta, and q = (a + b)/√2 is the dimensionless coordinate. A shortcut replaces the fourth moment by three times the squared second moment, one term for each way of pairing four factors. For n = 1 this gives 27/4, while the correct value is 15/4.

For the field a + b, without the factor 1/√2, the two sides in the n-th number state are

ω((a + b)⁴) = 6n² + 6n + 3

3 ω((a + b)²)² = 3(2n + 1)²

where ω denotes the expectation value. Their difference is −6n(n + 1), which vanishes only at n = 0. For a single harmonic mode, then, the shortcut is safe in the ground state and wrong in every excited level.

Wick's theorem as an operator identity, which rewrites a product as normal-ordered terms with contractions, is untouched by this. What fails is the factorisation of expectation values into pairs, which is a property of the state.

## The mode and its expectation values

Only algebra is needed. The operators live in an arbitrary ring `A` that is also an algebra over the complex numbers.

```lean
import Mathlib

open Polynomial

namespace WickCounterexamples

noncomputable section

variable {A : Type*} [Ring A] [Algebra ℂ A]
```

An expectation value is a complex-linear map ω from `A` to ℂ. Neither positivity of ω nor the relation b = a† is assumed, so the theorems cover physical states and more general functionals alike.

The first condition on ω is phase invariance. Under a → e^(−iθ) a and b → e^(iθ) b, the product bʲaᵏ acquires the phase e^(i(j−k)θ). If ω does not notice the phase θ, then

ω(bʲaᵏ) = 0 for j ≠ k.

Number states and thermal states have this property; a coherent state with non-zero amplitude does not.

```lean
/-- A functional is phase invariant if every normal-ordered moment with unequal numbers of
creation operators `b` and annihilation operators `a` vanishes. -/
def PhaseInvariant (a b : A) (ω : A →ₗ[ℂ] ℂ) : Prop :=
  ∀ j k : ℕ, j ≠ k → ω (b ^ j * a ^ k) = 0
```

A number state with n quanta is described by its normal-ordered moments. Since aᵏ removes k quanta and bᵏ restores them,

ω(bᵏaᵏ) = n(n − 1)⋯(n − k + 1),

and the unbalanced moments vanish. The product is 1 for k = 0, which fixes the normalisation ω(1) = 1, and it is 0 for k > n. In Lean it is `n.descFactorial k`.

```lean
/-- The functional `ω` has the normal-ordered moments of the `n`-th number state:
`n (n - 1) ... (n - k + 1)` for `b ^ k * a ^ k`, and zero for unequal powers. -/
def IsNumberState (a b : A) (n : ℕ) (ω : A →ₗ[ℂ] ℂ) : Prop :=
  ∀ j k : ℕ, ω (b ^ j * a ^ k) = if j = k then (n.descFactorial k : ℂ) else 0
```

The quantity to be tested is the fourth moment of an element x minus its three-pairing value:

ω(x⁴) − 3 ω(x²)².

No mean value is subtracted. For x = a + b none is needed, because phase invariance gives ω(a + b) = 0.

```lean
/-- The quartic Wick defect of `x`: its fourth moment minus the sum over the three pairings. -/
def wickDefect (ω : A →ₗ[ℂ] ℂ) (x : A) : ℂ :=
  ω (x ^ 4) - 3 * ω (x ^ 2) ^ 2
```

## Moving every b to the left

The commutator gives the exchange rule ab = ba + 1. For the square,

(a + b)² = b² + ba + ab + a² = b² + 2ba + a² + 1.

Lean derives the exchange rule as `h`, expands the product, and lets `abel` collect equal terms. The notation `2 •` means an integer multiple.

```lean
omit [Algebra ℂ A] in
/-- Normal ordering of the square of the field `a + b`, given `ab - ba = 1`. -/
theorem field_sq_normal_order {a b : A} (hab : a * b - b * a = 1) :
    (a + b) ^ 2 = b ^ 2 + 2 • (b * a) + a ^ 2 + 1 := by
  have h : a * b = b * a + 1 := by rw [← hab]; abel
  simp only [pow_succ, pow_zero, one_mul, mul_add, add_mul, h]
  abel
```

For the fourth power, write (a + b)² = S + 1 with S = b² + 2ba + a². Then

(a + b)⁴ = S² + 2S + 1.

Repeated exchange gives the three rules needed for S²:

ab² = b²a + 2b

a²b = ba² + 2a

a²b² = b²a² + 4ba + 2

Of the nine products in S², five are already ordered: b⁴, 2b³a, b²a², 2ba³ and a⁴. The other four become

2ba·b² = 2b³a + 4b²

2ba·2ba = 4b²a² + 4ba

a²·b² = b²a² + 4ba + 2

a²·2ba = 2ba³ + 4a²

Adding all nine,

S² = b⁴ + 4b³a + 6b²a² + 4ba³ + a⁴ + 4b² + 8ba + 4a² + 2,

and with 2S + 1 included,

(a + b)⁴ = b⁴ + 4b³a + 6b²a² + 4ba³ + a⁴ + 6b² + 12ba + 6a² + 3.

The quartic terms carry no contraction, the quadratic terms one, and the constant two. The Lean proof expands all sixteen words directly instead of passing through S. Because products are bracketed to the right, a pair ab inside a longer word appears as `a * (b * z)`, and `h'` is the exchange rule for that shape.

```lean
omit [Algebra ℂ A] in
/-- Normal ordering of the fourth power of the field `a + b`, given `ab - ba = 1`: terms with
no contraction, with one contraction, and with two contractions. -/
theorem field_fourth_normal_order {a b : A} (hab : a * b - b * a = 1) :
    (a + b) ^ 4 =
      (b ^ 4 + 4 • (b ^ 3 * a) + 6 • (b ^ 2 * a ^ 2) + 4 • (b * a ^ 3) + a ^ 4)
      + (6 • b ^ 2 + 12 • (b * a) + 6 • a ^ 2) + 3 • (1 : A) := by
  have h : a * b = b * a + 1 := by rw [← hab]; abel
  -- the same exchange rule inside a longer product
  have h' : ∀ z : A, a * (b * z) = b * (a * z) + z := by
    intro z
    rw [← mul_assoc, h, add_mul, one_mul, mul_assoc]
  simp only [pow_succ, pow_zero, one_mul, mul_one, mul_add, add_mul, mul_assoc, h, h']
  abel
```

## What remains after taking the expectation value

Let m = ω(ba) and M = ω(b²a²). For a normalised, phase-invariant ω the unbalanced terms vanish, leaving

ω((a + b)²) = 2m + 1

ω((a + b)⁴) = 6M + 12m + 3.

The difference is therefore

6M + 12m + 3 − 3(2m + 1)² = 6M + 12m + 3 − 12m² − 12m − 3 = 6(M − 2m²).

The terms linear in m cancel, and the test reduces to whether ω(b²a²) equals 2 ω(ba)². A thermal state satisfies this, since its normal-ordered moments are ω(bᵏaᵏ) = k! mᵏ.

In the proof, `h40` to `h02` are the six vanishing moments. The two normal-ordered expansions are then inserted, linearity splits ω over the sums, and `ring` does the final cancellation.

```lean
/-- For `ab - ba = 1` and a normalised phase-invariant functional, the quartic Wick defect of
`a + b` is six times the difference between `ω (b²a²)` and `2 ω (ba)²`. -/
theorem wickDefect_field {a b : A} (hab : a * b - b * a = 1) {ω : A →ₗ[ℂ] ℂ}
    (h1 : ω 1 = 1) (hω : PhaseInvariant a b ω) :
    wickDefect ω (a + b) = 6 * (ω (b ^ 2 * a ^ 2) - 2 * ω (b * a) ^ 2) := by
  -- the unbalanced moments drop out
  have h40 : ω (b ^ 4) = 0 := by simpa using hω 4 0 (by norm_num)
  have h31 : ω (b ^ 3 * a) = 0 := by simpa using hω 3 1 (by norm_num)
  have h13 : ω (b * a ^ 3) = 0 := by simpa using hω 1 3 (by norm_num)
  have h04 : ω (a ^ 4) = 0 := by simpa using hω 0 4 (by norm_num)
  have h20 : ω (b ^ 2) = 0 := by simpa using hω 2 0 (by norm_num)
  have h02 : ω (a ^ 2) = 0 := by simpa using hω 0 2 (by norm_num)
  unfold wickDefect
  rw [field_fourth_normal_order hab, field_sq_normal_order hab]
  -- linearity first, then the values of the moments
  simp only [map_add, map_nsmul]
  simp only [h40, h31, h13, h04, h20, h02, h1, nsmul_eq_mul]
  push_cast
  ring
```

For a number state m = n and M = n(n − 1), so

6(n(n − 1) − 2n²) = −6n(n + 1).

The same values give the separate moments 2n + 1 and 6n² + 6n + 3 quoted at the start; the theorem itself states their combination. Lean reads ω(1), m and M off the definition of the number state and applies the previous result.

```lean
/-- For `ab - ba = 1`, the quartic Wick defect of `a + b` in the `n`-th number state is
`-6 n (n + 1)`. -/
theorem wickDefect_number {a b : A} (hab : a * b - b * a = 1) {n : ℕ} {ω : A →ₗ[ℂ] ℂ}
    (hω : IsNumberState a b n ω) :
    wickDefect ω (a + b) = -6 * ((n : ℂ) * (n + 1)) := by
  have h1 : ω 1 = 1 := by simpa using hω 0 0
  have m1 : ω (b * a) = n := by simpa using hω 1 1
  have m2 : ω (b ^ 2 * a ^ 2) = (n : ℂ) * (n - 1) := by
    rw [hω 2 2, if_pos rfl, Nat.cast_descFactorial_two]
  rw [wickDefect_field hab h1 (fun j k hjk => by rw [hω j k, if_neg hjk]), m1, m2]
  ring
```

The three-pairing formula holds exactly when n(n + 1) = 0. Since n is a natural number, n + 1 is not zero, so n = 0. Conversely, at n = 0 both sides equal 3.

The Lean proof follows the two directions. Assuming equality, it obtains the vanishing product over ℂ, splits it into its factors, and carries each case back to the natural numbers. For the converse it sets n = 0 in the difference.

```lean
/-- For `ab - ba = 1`, the fourth moment of `a + b` in the `n`-th number state equals the Wick
value, three times the squared second moment, if and only if `n = 0`. -/
theorem number_wick_iff {a b : A} (hab : a * b - b * a = 1) {n : ℕ} {ω : A →ₗ[ℂ] ℂ}
    (hω : IsNumberState a b n ω) :
    ω ((a + b) ^ 4) = 3 * ω ((a + b) ^ 2) ^ 2 ↔ n = 0 := by
  have d := wickDefect_number hab hω
  unfold wickDefect at d
  constructor
  · intro h
    rw [h, sub_self] at d
    have hn : (n : ℂ) * (n + 1) = 0 := by linear_combination (1 / 6 : ℂ) * d
    rcases mul_eq_zero.mp hn with h0 | h0
    · exact_mod_cast h0
    · have h2 : n + 1 = 0 := by exact_mod_cast h0
      omega
  · intro h
    rw [h, Nat.cast_zero] at d
    linear_combination d
```

## The same number from truncated matrices

In code, a is usually an N × N matrix on the levels 0 to N − 1, with entries √k connecting level k to level k − 1, and b is its transpose. The fourth moment is the diagonal entry (n, n) of (a + b)⁴. Four steps that start and end at n climb at most to n + 2, so N ≥ n + 3 levels reproduce the untruncated value. For n = 1, four levels give 15; three levels give 9.

The error at small N comes from the commutator, which no finite matrices can satisfy: the trace of ab − ba is zero and that of the identity is not. The two-level case shows what this hypothesis contributes. Take

a = |0⟩⟨1|, b = |1⟩⟨0|, ω(T) = ⟨0|T|0⟩.

All the vacuum moments in the definition are correct, but ab − ba is diag(1, −1) and not the identity. Now (a + b)² = 1, so the fourth moment is 1 while the three-pairing value is 3. Without ab − ba = 1, the formula can fail even at n = 0. These matrix examples are worked by hand and do not appear in the Lean file.

## A mixture that passes at fourth order and fails at sixth

Agreement at fourth order does not make a state Gaussian. Mix the vacuum ω₀ and the two-quantum state ω₂:

μ = (3/4) ω₀ + (1/4) ω₂.

The vacuum contributes nothing to the moments with k ≥ 1, so

μ(ba) = (1/4)·2 = 1/2

μ(b²a²) = (1/4)·2 = 1/2

μ(b³a³) = 0.

Hence μ(b²a²) = 2 μ(ba)², and the fourth-order difference vanishes: the second moment of a + b is 2 and the fourth is 12 = 3·2². At the next order, pairing three b's with three a's in all 3! ways would require

μ(b³a³) = 6 μ(ba)³ = 6/8 = 3/4,

but the left side is 0. For a single mode, a simulation that checks only the fourth moment of the coordinate can therefore accept a non-Gaussian state.

In Lean, `key` gives every normal-ordered moment of the mixture by linearity. The facts `m0` to `m3` specialise it to the balanced moments of order k = 0 to 3. The first claim then follows from the general formula for the difference, and the second is a comparison of numbers.

```lean
/-- For `ab - ba = 1`, the mixture of the vacuum with weight 3/4 and the two-quantum state with
weight 1/4 has zero quartic Wick defect for `a + b`, but violates the sixth-order Wick rule
`μ (b³a³) = 6 μ (ba)³`. -/
theorem mixture_passes_fourth_fails_sixth {a b : A} (hab : a * b - b * a = 1)
    {ω₀ ω₂ μ : A →ₗ[ℂ] ℂ} (h0 : IsNumberState a b 0 ω₀) (h2 : IsNumberState a b 2 ω₂)
    (hμ : μ = (3 / 4 : ℂ) • ω₀ + (1 / 4 : ℂ) • ω₂) :
    wickDefect μ (a + b) = 0 ∧ μ (b ^ 3 * a ^ 3) ≠ 6 * μ (b * a) ^ 3 := by
  have key : ∀ j k : ℕ, μ (b ^ j * a ^ k) =
      3 / 4 * (if j = k then ((0 : ℕ).descFactorial k : ℂ) else 0)
      + 1 / 4 * (if j = k then ((2 : ℕ).descFactorial k : ℂ) else 0) := by
    intro j k
    rw [hμ, LinearMap.add_apply, LinearMap.smul_apply, LinearMap.smul_apply, h0 j k, h2 j k,
      smul_eq_mul, smul_eq_mul]
  have m0 : μ 1 = 1 := by
    have e := key 0 0
    rw [pow_zero, pow_zero, one_mul] at e
    rw [e]
    norm_num [Nat.descFactorial]
  have m1 : μ (b * a) = 1 / 2 := by
    have e := key 1 1
    rw [pow_one, pow_one] at e
    rw [e]
    norm_num [Nat.descFactorial]
  have m2 : μ (b ^ 2 * a ^ 2) = 1 / 2 := by
    rw [key 2 2]
    norm_num [Nat.descFactorial]
  have m3 : μ (b ^ 3 * a ^ 3) = 0 := by
    rw [key 3 3]
    norm_num [Nat.descFactorial]
  constructor
  · rw [wickDefect_field hab m0 (fun j k hjk => by simp [key j k, hjk]), m1, m2]
    norm_num
  · rw [m3, m1]
    norm_num
```

## Differentiation and multiplication as a and b

Polynomials in one variable X provide a concrete mode for every n. Let the annihilation operator be differentiation,

a p = dp/dX.

```lean
/-- Annihilation operator on polynomials: differentiation. -/
def lower : Module.End ℂ ℂ[X] := derivative
```

Let the creation operator be multiplication by the variable,

b p = X p.

```lean
/-- Creation operator on polynomials: multiplication by `X`. -/
def raise : Module.End ℂ ℂ[X] := LinearMap.mulLeft ℂ X
```

The monomial Xⁿ plays the part of the n-th number state without its normalisation: it corresponds to √(n!) |n⟩. The scale does not affect a diagonal matrix element, because T Xⁿ and Xⁿ carry the same factor. So ⟨n|T|n⟩ is the coefficient of Xⁿ in T Xⁿ, and this assignment is linear in T.

```lean
/-- The diagonal matrix element of an operator at the monomial `X ^ n`. -/
def diagonalElement (n : ℕ) : Module.End ℂ ℂ[X] →ₗ[ℂ] ℂ where
  toFun T := (T (X ^ n)).coeff n
  map_add' S T := by simp
  map_smul' c T := by simp
```

The product rule gives the commutator:

(ab − ba) p = d(Xp)/dX − X dp/dX = p.

For the moments, repeated differentiation yields

aᵏ Xⁿ = n(n − 1)⋯(n − k + 1) Xⁿ⁻ᵏ for k ≤ n,

and zero for k > n. Multiplying by Xʲ,

bʲaᵏ Xⁿ = n(n − 1)⋯(n − k + 1) Xⁿ⁻ᵏ⁺ʲ for k ≤ n.

The coefficient of Xⁿ is the falling factorial if j = k and zero otherwise, as the definition of a number state demands.

The auxiliary statements `hb` and `ha` establish the action of the powers of b and a by induction. The last case distinction separates k ≤ n, where the exponents are compared, from k > n, where the falling factorial vanishes. This realises ω₀ and ω₂ on the same pair of operators, so the mixture above is realised as well.

```lean
/-- Differentiation and multiplication by `X` satisfy `ab - ba = 1`, and the diagonal element at
`X ^ n` has the moments of the `n`-th number state, for every `n`. -/
theorem isNumberState_witness :
    lower * raise - raise * lower = 1 ∧
      ∀ n : ℕ, IsNumberState lower raise n (diagonalElement n) := by
  constructor
  · refine LinearMap.ext fun p => ?_
    change derivative (X * p) - X * derivative p = p
    rw [derivative_mul, derivative_X]
    ring
  · intro n j k
    have hb : ∀ (i : ℕ) (p : ℂ[X]), (raise ^ i) p = X ^ i * p := by
      intro i p
      induction i with
      | zero => simp
      | succ i ih =>
        rw [pow_succ', Module.End.mul_apply, ih]
        change X * (X ^ i * p) = _
        ring
    have ha : ∀ i : ℕ, (lower ^ i) (X ^ n) = C (n.descFactorial i : ℂ) * X ^ (n - i) := by
      intro i
      induction i with
      | zero => simp
      | succ i ih =>
        rw [pow_succ', Module.End.mul_apply, ih]
        change derivative (C (n.descFactorial i : ℂ) * X ^ (n - i)) = _
        rw [derivative_C_mul_X_pow, Nat.descFactorial_succ, Nat.cast_mul,
          mul_comm ((n - i : ℕ) : ℂ), Nat.sub_sub]
    change ((raise ^ j * lower ^ k) (X ^ n)).coeff n = _
    have e : X ^ j * (C (n.descFactorial k : ℂ) * X ^ (n - k))
        = C (n.descFactorial k : ℂ) * X ^ (n - k + j) := by ring
    rw [Module.End.mul_apply, ha, hb, e, coeff_C_mul, coeff_X_pow]
    -- beyond `k = n` the falling factorial vanishes
    rcases le_or_gt k n with h | h
    · have hiff : (n = n - k + j) ↔ j = k := by omega
      simp only [hiff, mul_ite, mul_one, mul_zero]
    · rw [Nat.descFactorial_of_lt h]
      simp

end

end WickCounterexamples
```

```lean
#print axioms WickCounterexamples.number_wick_iff
#print axioms WickCounterexamples.mixture_passes_fourth_fails_sixth
```

```
'WickCounterexamples.number_wick_iff' depends on axioms: [propext, Classical.choice, Quot.sound]
'WickCounterexamples.mixture_passes_fourth_fails_sixth' depends on axioms: [propext, Classical.choice, Quot.sound]
```
